# The Kelbg potential lies strictly between zero and the Coulomb potential and has a finite contact limit

For a thermal length \(\lambda>0\), the Kelbg potential between unit charges of equal sign,

\[
\varphi(r)=\frac{1-e^{-r^2/\lambda^2}+\sqrt\pi\,(r/\lambda)\,\mathrm{erfc}(r/\lambda)}{r},
\]

satisfies \(0<\varphi(r)<1/r\) for every \(r>0\). It tends to \(\sqrt\pi/\lambda\) at contact with slope \(-1/\lambda^2\), and \(r\varphi(r)\to1\) at large distance. It also decreases strictly, with a repulsive force weaker than Coulomb's.

In a path-integral simulation with finitely many time slices, the bare attraction between an electron and an ion gives a weight \(e^{\tau/r}\), with \(\tau\) the inverse temperature per slice in suitable units. This weight is not integrable at \(r=0\), so the paths can collapse. Replacing \(1/r\) by \(\varphi\) removes the singularity, within a pair approximation of first order in the Coulomb coupling. There \(\lambda^2=\hbar^2\tau/(2\mu)\), with \(\mu\) the reduced mass. For opposite charges the potential is \(-\varphi\), bounded below by \(-\sqrt\pi/\lambda\).

The formula for \(\varphi\) is taken as a definition; its derivation from the two-particle density matrix is the step that connects the theorems to a simulation.

```lean
import Mathlib

open Filter Topology Set MeasureTheory

namespace KelbgPotential

noncomputable section
```

## Definitions in units of the thermal length

The complementary error function is the normalised Gaussian tail,

\[
\mathrm{erfc}(x)=\frac{2}{\sqrt\pi}\int_x^\infty e^{-u^2}\,du .
\]

In Lean, `Ioi x` is the interval \((x,\infty)\).

```lean
/-- The complementary error function, as the normalised tail integral of a Gaussian. -/
def erfc (x : ℝ) : ℝ := 2 / Real.sqrt Real.pi * ∫ u in Ioi x, Real.exp (-u ^ 2)
```

The potential is a function of two real numbers, with `lam` for \(\lambda\). Lean's division by zero makes `kelbg lam 0` equal to 0, so the contact value appears below only as a limit from the right.

```lean
/-- The Kelbg potential between unit charges of equal sign at distance `r`, with thermal length
`lam`; the formula has this meaning for `r > 0` and `lam > 0`. -/
def kelbg (lam r : ℝ) : ℝ :=
  (1 - Real.exp (-(r / lam) ^ 2) + Real.sqrt Real.pi * (r / lam) * erfc (r / lam)) / r
```

The numerator depends on \(x=r/\lambda\) alone. Call it the screening function,

\[
g(x)=1-e^{-x^2}+\sqrt\pi\,x\,\mathrm{erfc}(x),\qquad r\varphi(r)=g(r/\lambda).
\]

```lean
/-- The screening function: the numerator of the Kelbg potential as a function of the
distance `x` in units of the thermal length. -/
def screening (x : ℝ) : ℝ :=
  1 - Real.exp (-x ^ 2) + Real.sqrt Real.pi * x * erfc x
```

## The Gaussian tail and its slope

Two facts are used repeatedly: \(\sqrt\pi\cdot(2/\sqrt\pi)=2\),

```lean
lemma sqrt_pi_mul : Real.sqrt Real.pi * (2 / Real.sqrt Real.pi) = 2 :=
  mul_div_cancel₀ 2 (Real.sqrt_pos.mpr Real.pi_pos).ne'
```

and the integrability of \(e^{-u^2}\) over the real line.

```lean
lemma integrable_gauss : Integrable (fun u : ℝ => Real.exp (-u ^ 2)) := by
  simpa using integrable_exp_neg_mul_sq (one_pos : (0 : ℝ) < 1)
```

The half-line Gaussian integral is \(\sqrt\pi/2\), hence \(\mathrm{erfc}(0)=1\).

```lean
/-- The complementary error function equals one at the origin. -/
theorem erfc_zero : erfc 0 = 1 := by
  have h : ∫ u in Ioi (0 : ℝ), Real.exp (-u ^ 2) = Real.sqrt Real.pi / 2 := by
    simpa using integral_gaussian_Ioi 1
  rw [erfc, h]
  linear_combination (1 / 2) * sqrt_pi_mul
```

For the derivative, write the tail as the half-line integral minus a finite one:

\[
\mathrm{erfc}(x)=\frac{2}{\sqrt\pi}\left(\int_0^\infty e^{-u^2}du-\int_0^x e^{-u^2}du\right),
\qquad
\mathrm{erfc}'(x)=-\frac{2}{\sqrt\pi}e^{-x^2}.
\]

The splitting is `heq`; the fundamental theorem of calculus then supplies `hd`.

```lean
/-- The slope of the complementary error function is minus a normalised Gaussian. -/
theorem hasDerivAt_erfc (x : ℝ) :
    HasDerivAt erfc (-(2 / Real.sqrt Real.pi * Real.exp (-x ^ 2))) x := by
  have heq : ∀ y, erfc y = 2 / Real.sqrt Real.pi *
      ((∫ u in Ioi (0 : ℝ), Real.exp (-u ^ 2)) - ∫ u in (0 : ℝ)..y, Real.exp (-u ^ 2)) := by
    intro y
    have h := intervalIntegral.integral_interval_add_Ioi
      (integrable_gauss.integrableOn (s := Ioi 0)) (integrable_gauss.integrableOn (s := Ioi y))
    rw [erfc, ← h]
    ring
  have hc : Continuous (fun u : ℝ => Real.exp (-u ^ 2)) := by fun_prop
  have hd := (hc.integral_hasStrictDerivAt 0 x).hasDerivAt
  rw [show erfc = _ from funext heq]
  exact ((hd.const_sub _).const_mul _).congr_deriv (by ring)
```

As an integral of a positive function, \(\mathrm{erfc}\) is nonnegative.

```lean
lemma erfc_nonneg (x : ℝ) : 0 ≤ erfc x :=
  mul_nonneg (by positivity)
    (setIntegral_nonneg measurableSet_Ioi fun _ _ => (Real.exp_pos _).le)
```

Its derivative is negative, so it decreases strictly, and \(\mathrm{erfc}(x)>\mathrm{erfc}(x+1)\ge0\) gives strict positivity.

```lean
lemma erfc_pos (x : ℝ) : 0 < erfc x := by
  have hanti : StrictAnti erfc := strictAnti_of_deriv_neg fun y => by
    rw [(hasDerivAt_erfc y).deriv]
    have := Real.pi_pos
    exact neg_neg_of_pos (by positivity)
  exact (erfc_nonneg (x + 1)).trans_lt (hanti (lt_add_one x))
```

## Screening rises from zero to one

Differentiating \(g\), the Gaussian terms cancel:

\[
g'(x)=2xe^{-x^2}+\sqrt\pi\,\mathrm{erfc}(x)-\sqrt\pi\,x\,\frac{2}{\sqrt\pi}e^{-x^2}
=\sqrt\pi\,\mathrm{erfc}(x).
\]

The final `linear_combination` performs this cancellation.

```lean
/-- The screening function grows at the rate `√π erfc x`: the Gaussian terms cancel. -/
theorem hasDerivAt_screening (x : ℝ) :
    HasDerivAt screening (Real.sqrt Real.pi * erfc x) x := by
  have h2 : HasDerivAt (fun y : ℝ => y ^ 2) (2 * x) x := by simpa using hasDerivAt_pow 2 x
  have h := (h2.fun_neg.exp.const_sub 1).fun_add
    (((hasDerivAt_id' x).const_mul (Real.sqrt Real.pi)).fun_mul (hasDerivAt_erfc x))
  exact h.congr_deriv (by linear_combination (-x * Real.exp (-x ^ 2)) * sqrt_pi_mul)
```

Since \(g'>0\), \(g\) increases strictly.

```lean
lemma screening_strictMono : StrictMono screening := strictMono_of_deriv_pos fun x => by
  rw [(hasDerivAt_screening x).deriv]
  exact mul_pos (Real.sqrt_pos.mpr Real.pi_pos) (erfc_pos x)
```

For its limit, note that \(u^2-u+1=(u-\tfrac12)^2+\tfrac34>0\), so \(e^{-u^2}\le e\,e^{-u}\). Integrating over the tail gives, for \(x\ge0\),

\[
0\le x\,\mathrm{erfc}(x)\le\frac{2e}{\sqrt\pi}\,x e^{-x}\to0 .
\]

With \(e^{-x^2}\to0\) this yields \(g(x)\to1\). The tail bound is `hb`, and the squeeze is `hx`.

```lean
/-- The screening function tends to one at large distance. -/
theorem tendsto_screening : Tendsto screening atTop (𝓝 1) := by
  -- compare the Gaussian tail with a plain exponential tail
  have hb : ∀ x, erfc x ≤ 2 / Real.sqrt Real.pi * (Real.exp 1 * Real.exp (-x)) := by
    intro x
    have he : IntegrableOn (fun u : ℝ => Real.exp (-u)) (Ioi x) := by
      simpa using exp_neg_integrableOn_Ioi x (one_pos : (0 : ℝ) < 1)
    have h : ∫ u in Ioi x, Real.exp (-u ^ 2) ≤ ∫ u in Ioi x, Real.exp 1 * Real.exp (-u) := by
      refine setIntegral_mono integrable_gauss.integrableOn (he.const_mul _) fun u => ?_
      change Real.exp (-u ^ 2) ≤ Real.exp 1 * Real.exp (-u)
      rw [← Real.exp_add]
      exact Real.exp_le_exp.mpr (by nlinarith [sq_nonneg (u - 1 / 2)])
    rw [integral_const_mul, integral_exp_neg_Ioi] at h
    exact mul_le_mul_of_nonneg_left h (by positivity)
  have hl := (Real.tendsto_pow_mul_exp_neg_atTop_nhds_zero 1).const_mul
    (2 / Real.sqrt Real.pi * Real.exp 1)
  rw [mul_zero] at hl
  have hx : Tendsto (fun x => x * erfc x) atTop (𝓝 0) := by
    refine squeeze_zero' ?_ ?_ hl
    · filter_upwards [eventually_ge_atTop 0] with x hx
      exact mul_nonneg hx (erfc_nonneg x)
    · filter_upwards [eventually_ge_atTop 0] with x hx
      calc x * erfc x ≤ x * (2 / Real.sqrt Real.pi * (Real.exp 1 * Real.exp (-x))) :=
            mul_le_mul_of_nonneg_left (hb x) hx
        _ = _ := by ring
  have hg : Tendsto (fun x : ℝ => Real.exp (-x ^ 2)) atTop (𝓝 0) :=
    Real.tendsto_exp_atBot.comp (tendsto_neg_atTop_atBot.comp (tendsto_pow_atTop two_ne_zero))
  have h := (hg.const_sub 1).add (hx.const_mul (Real.sqrt Real.pi))
  rw [sub_zero, mul_zero, add_zero] at h
  refine h.congr fun x => ?_
  unfold screening
  ring
```

## Bounds, contact slope and Coulomb tail

Because \(g(0)=0\) and \(g\) rises strictly towards 1, \(0<g(r/\lambda)<1\) for \(r>0\). Dividing by \(r\) gives \(0<\varphi(r)<1/r\).

Near contact, split the difference quotient:

\[
\frac{\varphi(r)-\sqrt\pi/\lambda}{r}
=\frac{1-e^{-r^2/\lambda^2}}{r^2}
+\frac{\sqrt\pi}{\lambda}\,\frac{\mathrm{erfc}(r/\lambda)-1}{r}.
\]

The first term is minus the difference quotient of \(e^{-t/\lambda^2}\) at \(t=0\), taken at \(t=r^2\), and tends to \(1/\lambda^2\). The second tends to

\[
\frac{\sqrt\pi}{\lambda}\left(-\frac{2}{\sqrt\pi\,\lambda}\right)=-\frac{2}{\lambda^2},
\]

so the sum tends to \(-1/\lambda^2\). At large distance, \(r\varphi(r)=g(r/\lambda)\to1\).

The theorem joins the three statements. Its filter `𝓝[>] 0` means \(r\to0^+\), and `atTop` means \(r\to\infty\). In the proof, `hA` and `hB` are the two slopes, `hsq` justifies the substitution \(t=r^2\), and `hlim` adds the limits.

```lean
/-- For `lam > 0` the Kelbg potential is positive and below the Coulomb potential at every
`r > 0`, leaves the value `√π / lam` at contact with slope `-1 / lam ^ 2`, and
approaches the Coulomb potential at large distance in the sense `r φ(r) → 1`. -/
theorem kelbg_bounds_and_limits {lam : ℝ} (hl : 0 < lam) :
    (∀ r, 0 < r → 0 < kelbg lam r ∧ kelbg lam r < 1 / r) ∧
    Tendsto (fun r => (kelbg lam r - Real.sqrt Real.pi / lam) / r) (𝓝[>] 0)
      (𝓝 (-1 / lam ^ 2)) ∧
    Tendsto (fun r => r * kelbg lam r) atTop (𝓝 1) := by
  refine ⟨fun r hr => ?_, ?_, ?_⟩
  · -- the screening function rises strictly from 0 to 1
    have h0 : 0 < screening (r / lam) := by
      have h := screening_strictMono (div_pos hr hl)
      rwa [show screening 0 = 0 by simp [screening]] at h
    have h1 : screening (r / lam) < 1 :=
      (screening_strictMono (lt_add_one _)).trans_le
        (screening_strictMono.monotone.ge_of_tendsto tendsto_screening _)
    exact ⟨div_pos h0 hr, div_lt_div_of_pos_right h1 hr⟩
  · -- slopes of erfc (r / lam) at r = 0 and of exp (-t / lam ^ 2) at t = 0; then put t = r ^ 2
    have hA : HasDerivAt (fun r => erfc (r / lam))
        (-(2 / Real.sqrt Real.pi) * (1 / lam)) 0 := by
      have h := (hasDerivAt_erfc ((0 : ℝ) / lam)).comp (0 : ℝ)
        ((hasDerivAt_id' (0 : ℝ)).div_const lam)
      exact h.congr_deriv (by simp)
    have hB : HasDerivAt (fun t : ℝ => Real.exp (-(t / lam ^ 2))) (-(1 / lam ^ 2)) 0 :=
      (((hasDerivAt_id' (0 : ℝ)).div_const (lam ^ 2)).fun_neg.exp).congr_deriv (by simp)
    have hsq : Tendsto (fun r : ℝ => r ^ 2) (𝓝[>] 0) (𝓝[>] 0) := by
      refine tendsto_nhdsWithin_iff.mpr ⟨?_, ?_⟩
      · have h : Tendsto (fun r : ℝ => r ^ 2) (𝓝 0) (𝓝 (0 ^ 2)) := (continuous_pow 2).tendsto 0
        rw [zero_pow two_ne_zero] at h
        exact h.mono_left nhdsWithin_le_nhds
      · filter_upwards [self_mem_nhdsWithin] with r hr
        exact pow_pos (mem_Ioi.mp hr) 2
    have h := (hB.tendsto_slope_zero_right.comp hsq).neg.add
      (hA.tendsto_slope_zero_right.const_mul (Real.sqrt Real.pi / lam))
    have hlim : -(-(1 / lam ^ 2)) + Real.sqrt Real.pi / lam *
        (-(2 / Real.sqrt Real.pi) * (1 / lam)) = -1 / lam ^ 2 := by
      linear_combination (-(1 / lam ^ 2)) * sqrt_pi_mul
    rw [hlim] at h
    refine h.congr' ?_
    filter_upwards [self_mem_nhdsWithin] with r hr
    have hrr : r * r⁻¹ = 1 := mul_inv_cancel₀ (ne_of_gt (mem_Ioi.mp hr))
    simp only [Function.comp_apply, smul_eq_mul, zero_add, zero_div, neg_zero, Real.exp_zero,
      erfc_zero, kelbg, div_pow]
    generalize Real.exp (-(r ^ 2 / lam ^ 2)) = e
    generalize erfc (r / lam) = c
    linear_combination (-(Real.sqrt Real.pi / lam * c * r⁻¹)) * hrr
  · refine (tendsto_screening.comp (tendsto_id.atTop_div_const hl)).congr' ?_
    filter_upwards [eventually_gt_atTop 0] with r hr
    exact (mul_div_cancel₀ (screening (r / lam)) hr.ne').symm
```

The same function \(g\) gives the classical limit: at fixed \(r>0\), letting \(\lambda\to0^+\) sends \(r/\lambda\) to infinity, and \(\varphi(r)\to1/r\).

## A softened repulsive force

Differentiating \(\varphi(r)=g(r/\lambda)/r\) gives

\[
\varphi'(r)=\frac{\sqrt\pi\,\mathrm{erfc}(r/\lambda)}{\lambda r}-\frac{g(r/\lambda)}{r^2}
=-\frac{1-e^{-r^2/\lambda^2}}{r^2}.
\]

The error functions cancel. Since \(0<e^{-r^2/\lambda^2}<1\), the force \(-\varphi'(r)\) lies strictly between 0 and \(1/r^2\). In the theorem, `HasDerivAt` states the derivative and the two inequalities bound the force; `hs` is the chain rule for \(g(r/\lambda)\).

```lean
/-- For `lam, r > 0` the Kelbg force `-φ'(r)` is `(1 - exp (-r² / lam²)) / r²`; it is
repulsive and weaker than the Coulomb force. -/
theorem kelbg_force {lam r : ℝ} (hl : 0 < lam) (hr : 0 < r) :
    HasDerivAt (kelbg lam) (-((1 - Real.exp (-(r / lam) ^ 2)) / r ^ 2)) r ∧
    0 < (1 - Real.exp (-(r / lam) ^ 2)) / r ^ 2 ∧
    (1 - Real.exp (-(r / lam) ^ 2)) / r ^ 2 < 1 / r ^ 2 := by
  have hs : HasDerivAt (fun y => screening (y / lam))
      (Real.sqrt Real.pi * erfc (r / lam) * (1 / lam)) r :=
    by
      have h := (hasDerivAt_screening (r / lam)).comp r ((hasDerivAt_id' r).div_const lam)
      exact h
  have he : Real.exp (-(r / lam) ^ 2) < 1 :=
    Real.exp_lt_one_iff.mpr (neg_neg_of_pos (pow_pos (div_pos hr hl) 2))
  refine ⟨(hs.fun_div (hasDerivAt_id' r) hr.ne').congr_deriv ?_,
    div_pos (sub_pos.mpr he) (pow_pos hr 2),
    div_lt_div_of_pos_right (sub_lt_self 1 (Real.exp_pos _)) (pow_pos hr 2)⟩
  unfold screening
  ring
```

A negative derivative on \((0,\infty)\) makes \(\varphi\) strictly decreasing there, which is what `StrictAntiOn` on `Ioi 0` says.

```lean
/-- For `lam > 0` the Kelbg potential decreases strictly with distance on `r > 0`. -/
theorem kelbg_strictAntiOn {lam : ℝ} (hl : 0 < lam) : StrictAntiOn (kelbg lam) (Ioi 0) := by
  refine strictAntiOn_of_deriv_neg (convex_Ioi 0)
    (fun r hr => (kelbg_force hl hr).1.continuousAt.continuousWithinAt) fun r hr => ?_
  rw [interior_Ioi] at hr
  rw [(kelbg_force hl hr).1.deriv]
  exact neg_neg_of_pos (kelbg_force hl hr).2.1
```

The slope limit also gives the contact limit, since

\[
\varphi(s)=\frac{\sqrt\pi}{\lambda}+s\,\frac{\varphi(s)-\sqrt\pi/\lambda}{s}\to\frac{\sqrt\pi}{\lambda}
\qquad(s\to0^+).
\]

For \(0<s<r/2\), monotonicity gives \(\varphi(r)<\varphi(r/2)<\varphi(s)\). Letting \(s\to0^+\) yields \(\varphi(r)<\varphi(r/2)\le\sqrt\pi/\lambda\). The intermediate point \(r/2\) keeps the inequality strict in the limit.

```lean
/-- For `lam, r > 0` the Kelbg potential lies below the finite value `√π / lam`. -/
theorem kelbg_lt_contact {lam r : ℝ} (hl : 0 < lam) (hr : 0 < r) :
    kelbg lam r < Real.sqrt Real.pi / lam := by
  have hid : Tendsto (fun s : ℝ => s) (𝓝[>] 0) (𝓝 0) := nhdsWithin_le_nhds
  have h := (hid.mul (kelbg_bounds_and_limits hl).2.1).add_const (Real.sqrt Real.pi / lam)
  rw [zero_mul, zero_add] at h
  have hr2 : 0 < r / 2 := half_pos hr
  -- the value at r / 2 is already below the limit at contact
  refine (kelbg_strictAntiOn hl hr2 hr (half_lt_self hr)).trans_le (ge_of_tendsto h ?_)
  filter_upwards [Ioo_mem_nhdsGT hr2] with s hs
  rw [mul_div_cancel₀ _ hs.1.ne', sub_add_cancel]
  exact (kelbg_strictAntiOn hl hs.1 hr2 hs.2).le

end

end KelbgPotential
```

## Values at one thermal length

Take \(\lambda=r=1\), with \(e^{-1}\approx0.3679\) and \(\mathrm{erfc}(1)\approx0.1573\). Then

\[
\varphi(1)\approx1-0.3679+1.7725\times0.1573\approx0.911,
\]

below both the Coulomb value 1 and the contact limit \(\sqrt\pi\approx1.772\). The force is \(1-e^{-1}\approx0.632\), against the Coulomb force 1. At one thermal length the potential is thus reduced by about 9 per cent and the force by about 37 per cent.

```lean
#print axioms KelbgPotential.kelbg_lt_contact
-- 'KelbgPotential.kelbg_lt_contact' depends on axioms: [propext, Classical.choice, Quot.sound]
```
